# The Hilbert matrix as the overlap matrix of monomials on [0,1], and its positive definiteness

An overlap matrix can be defined by its integrals or by the numbers they evaluate to. Here the two are separate objects: S is the matrix of integrals and the Hilbert matrix is the matrix of fractions, so their equality needs a proof. The basis functions are 1, x, …, x^(n−1) on [0,1] with unit weight, the coefficients are real, and the indices i, j run from 0 to n−1.

## From the integrals to positivity

Integrating a power gives the entries:

S_ij = ∫₀¹ x^i x^j dx = ∫₀¹ x^(i+j) dx = 1/(i+j+1).

For a coefficient vector c, let f(x) = ∑_i c_i x^i. Since the sums are finite, they can be exchanged with the integral:

cᵀSc = ∑_i ∑_j c_i c_j ∫₀¹ x^i x^j dx = ∫₀¹ f(x)² dx.

If f vanishes on all of [0,1], it is a polynomial with infinitely many roots, so every c_i is zero. Hence for c ≠ 0 there is a point x₀ in [0,1] with f(x₀) ≠ 0. By continuity f² exceeds f(x₀)²/2 on a subinterval of positive length, and since f² is nowhere negative, the integral is positive. As S is also symmetric, it is positive definite, and its determinant, the product of its positive eigenvalues, is positive.

For n = 2 the matrix has rows (1, 1/2) and (1/2, 1/3), with determinant 1/12. For n = 0 it is empty, and its determinant is 1.

For n = 3, vanishing at the two endpoints alone would not be enough: the function x − x² is zero at both, yet its coefficients (0, 1, −1) are not all zero.

## How small the quadratic form can become

Take n = 2k+1 and let c hold the coefficients of f(x) = x^k(1−x)^k, which has degree 2k. On [0,1],

0 ≤ x(1−x) = 1/4 − (x − 1/2)² ≤ 1/4,

so f² ≤ 16^(−k), and the integral obeys the same bound. The coefficient of x^k in f is the constant term of (1−x)^k, which is 1, so cᵀc ≥ 1. Therefore

cᵀSc ≤ 16^(−k) ≤ 16^(−k) cᵀc.

After c is scaled to unit length, the function it represents has squared norm at most 16^(−k). At k = 0 this reads 1 ≤ 1. For k ≥ 1 the bound is not sharp: at k = 1 the scaled vector gives 1/60, well below 1/16.

In a finite monomial basis on [0,1], positive definiteness permits Cholesky or Löwdin orthogonalisation in exact arithmetic, but rounding can cause trouble when k is large. The largest eigenvalue of S is at least S_00 = 1 and the smallest is at most 16^(−k), so the condition number, their ratio, is at least 16^k.

## The matrices and the expansion in Lean

```lean
import Mathlib

open Matrix Polynomial

namespace MonomialOverlap

noncomputable section
```

The type `Fin n` supplies the indices 0, …, n−1, and `monomialOverlap n` contains the integrals themselves.

```lean
/-- The overlap matrix of the monomials `1, x, ..., x^(n-1)` on the interval `[0,1]`. -/
def monomialOverlap (n : ℕ) : Matrix (Fin n) (Fin n) ℝ :=
  Matrix.of fun i j => ∫ x in (0 : ℝ)..1, x ^ (i : ℕ) * x ^ (j : ℕ)
```

The fractions are defined independently.

```lean
/-- The Hilbert matrix, with entries `1/(i+j+1)` for indices counted from zero. -/
def hilbertMatrix (n : ℕ) : Matrix (Fin n) (Fin n) ℝ :=
  Matrix.of fun i j => 1 / (((i : ℕ) : ℝ) + ((j : ℕ) : ℝ) + 1)
```

The function f is `expansion c`.

```lean
/-- The function with coefficients `c` in the monomial basis. -/
def expansion {n : ℕ} (c : Fin n → ℝ) (x : ℝ) : ℝ :=
  ∑ i, c i * x ^ (i : ℕ)
```

## Entries and quadratic form

The first theorem holds entry by entry: `pow_add` merges the two powers and `integral_pow` integrates the result.

```lean
/-- The overlap matrix of the monomials on `[0,1]` is the Hilbert matrix. -/
theorem monomialOverlap_eq_hilbertMatrix (n : ℕ) :
    monomialOverlap n = hilbertMatrix n := by
  ext i j
  simp only [monomialOverlap, hilbertMatrix, Matrix.of_apply, ← pow_add, integral_pow]
  rw [one_pow, zero_pow (Nat.succ_ne_zero _), sub_zero, Nat.cast_add]
```

In the next statement, `c ⬝ᵥ monomialOverlap n *ᵥ c` is cᵀSc. The proof expands the square into a double sum, then moves the integral through one sum at a time; continuity provides the integrability.

```lean
/-- The quadratic form of the overlap matrix is the integral over `[0,1]` of the square
of the expanded function. -/
theorem overlap_quadratic_form {n : ℕ} (c : Fin n → ℝ) :
    c ⬝ᵥ monomialOverlap n *ᵥ c = ∫ x in (0 : ℝ)..1, expansion c x ^ 2 := by
  have h : ∀ x, expansion c x ^ 2
      = ∑ i, ∑ j, c i * c j * (x ^ (i : ℕ) * x ^ (j : ℕ)) := by
    intro x
    rw [expansion, sq, Finset.sum_mul_sum]
    refine Finset.sum_congr rfl fun i _ => Finset.sum_congr rfl fun j _ => ?_
    ring
  simp only [h]
  -- exchange the integral with both finite sums
  rw [intervalIntegral.integral_finsetSum]
  swap
  · intro i _
    exact Continuous.intervalIntegrable (by fun_prop) _ _
  simp only [dotProduct, Matrix.mulVec, Finset.mul_sum]
  refine Finset.sum_congr rfl fun i _ => ?_
  rw [intervalIntegral.integral_finsetSum]
  swap
  · intro j _
    exact Continuous.intervalIntegrable (by fun_prop) _ _
  refine Finset.sum_congr rfl fun j _ => ?_
  rw [intervalIntegral.integral_const_mul]
  simp only [monomialOverlap, Matrix.of_apply]
  ring
```

## Independence and positive definiteness

To count roots, the proof builds a formal polynomial with the same coefficients. Every point of [0,1] is a root, so the polynomial is zero, and reading off its coefficients gives c = 0.

```lean
/-- The monomials are linearly independent on `[0,1]`: an expansion that vanishes on the
whole interval has only zero coefficients. -/
theorem coefficients_eq_zero {n : ℕ} (c : Fin n → ℝ)
    (h : ∀ x ∈ Set.Icc (0 : ℝ) 1, expansion c x = 0) : c = 0 := by
  -- a polynomial with infinitely many roots is zero
  have hp : (∑ i, C (c i) * X ^ (i : ℕ) : Polynomial ℝ) = 0 := by
    apply Polynomial.eq_zero_of_infinite_isRoot
    refine (Set.Icc_infinite (zero_lt_one : (0 : ℝ) < 1)).mono fun x hx => ?_
    have hx' := h x hx
    simpa [Polynomial.IsRoot, Polynomial.eval_finsetSum, expansion] using hx'
  funext i
  have hi := congrArg (fun p : Polynomial ℝ => p.coeff (i : ℕ)) hp
  simpa [Polynomial.finsetSum_coeff, Polynomial.coeff_X_pow, Fin.val_inj] using hi
```

For a continuous nonnegative integrand, `intervalIntegral.integral_pos` asks only for one point where it is positive. If there were none, f would vanish on the interval, and the previous theorem would contradict c ≠ 0.

```lean
/-- A function with a nonzero coefficient vector has a positive integral of its square
over `[0,1]`. -/
theorem integral_sq_pos {n : ℕ} (c : Fin n → ℝ) (hc : c ≠ 0) :
    0 < ∫ x in (0 : ℝ)..1, expansion c x ^ 2 := by
  have hcont : Continuous fun x => expansion c x ^ 2 := by
    unfold expansion
    fun_prop
  refine intervalIntegral.integral_pos zero_lt_one hcont.continuousOn
    (fun x _ => sq_nonneg _) ?_
  by_contra hno
  refine hc (coefficients_eq_zero c fun x hx => ?_)
  by_contra hne
  exact hno ⟨x, hx, by positivity⟩
```

`PosDef` means Hermitian with a positive quadratic form on nonzero vectors; over the reals, Hermitian means symmetric. The two parts of the proof establish these properties in turn.

```lean
/-- The Hilbert matrix is positive definite for every size `n`. -/
theorem hilbertMatrix_posDef (n : ℕ) : (hilbertMatrix n).PosDef := by
  rw [Matrix.posDef_iff_dotProduct_mulVec]
  constructor
  · apply Matrix.IsHermitian.ext
    intro i j
    simp only [hilbertMatrix, Matrix.of_apply, star_trivial]
    rw [add_comm ((j : ℕ) : ℝ)]
  · intro c hc
    rw [star_trivial, ← monomialOverlap_eq_hilbertMatrix, overlap_quadratic_form]
    exact integral_sq_pos c hc
```

The determinant follows directly.

```lean
/-- The determinant of the Hilbert matrix is positive for every size `n`. -/
theorem hilbertMatrix_det_pos (n : ℕ) : 0 < (hilbertMatrix n).det :=
  (hilbertMatrix_posDef n).det_pos
```

## The exponential bound

For odd sizes 2k+1, the last theorem bounds from above the smallest value that the quadratic form takes on unit vectors; it gives no lower bound. In its proof, `hdeg` checks that the polynomial fits into the basis, and `hev` identifies its expansion with x^k(1−x)^k. Then `hk` finds the coefficient 1, `hlen` deduces cᵀc ≥ 1, and `hint` bounds the integral. The final lines combine these and use `hlen` again to show that c is nonzero.

```lean
/-- For the Hilbert matrix of size `2k+1`, some nonzero coefficient vector has a quadratic form of
at most `16^(-k)` times its squared length. -/
theorem near_linear_dependence (k : ℕ) :
    ∃ c : Fin (2 * k + 1) → ℝ, c ≠ 0 ∧
      c ⬝ᵥ hilbertMatrix (2 * k + 1) *ᵥ c ≤ (1 / 16) ^ k * (c ⬝ᵥ c) := by
  -- the coefficients of x^k (1-x)^k
  let p : Polynomial ℝ := X ^ k * (1 - X) ^ k
  let c : Fin (2 * k + 1) → ℝ := fun i => p.coeff (i : ℕ)
  have hdeg : p.natDegree < 2 * k + 1 := by
    have h1 : (1 - X : Polynomial ℝ).natDegree ≤ 1 := by compute_degree
    have h2 : ((1 - X : Polynomial ℝ) ^ k).natDegree ≤ k := by
      simpa using Polynomial.natDegree_pow_le_of_le k h1
    have h3 : p.natDegree ≤ (X ^ k : Polynomial ℝ).natDegree
        + ((1 - X : Polynomial ℝ) ^ k).natDegree := Polynomial.natDegree_mul_le
    rw [Polynomial.natDegree_X_pow] at h3
    omega
  have hev : ∀ x, expansion c x = x ^ k * (1 - x) ^ k := by
    intro x
    have h1 : p.eval x = x ^ k * (1 - x) ^ k := by simp [p]
    rw [← h1, Polynomial.eval_eq_sum_range' hdeg]
    exact Fin.sum_univ_eq_sum_range (fun i => p.coeff i * x ^ i) (2 * k + 1)
  -- the coefficient of x^k is one, so the squared length is at least one
  have hk : p.coeff k = 1 := by
    have h1 := Polynomial.coeff_X_pow_mul ((1 - X : Polynomial ℝ) ^ k) k 0
    rw [zero_add, Polynomial.coeff_zero_eq_eval_zero] at h1
    simpa [p] using h1
  have hlen : 1 ≤ c ⬝ᵥ c := by
    have h1 : c ⟨k, by omega⟩ * c ⟨k, by omega⟩ ≤ ∑ i, c i * c i :=
      Finset.single_le_sum (f := fun i => c i * c i)
        (fun i _ => mul_self_nonneg (c i)) (Finset.mem_univ _)
    have h2 : c ⟨k, by omega⟩ = 1 := hk
    rw [h2, one_mul] at h1
    exact h1
  -- on the interval x(1-x) is at most 1/4
  have hint : ∫ x in (0 : ℝ)..1, (x ^ k * (1 - x) ^ k) ^ 2 ≤ (1 / 16) ^ k := by
    have h1 : ∫ x in (0 : ℝ)..1, (x ^ k * (1 - x) ^ k) ^ 2
        ≤ ∫ _x in (0 : ℝ)..1, ((1 / 16) ^ k : ℝ) := by
      refine intervalIntegral.integral_mono_on zero_le_one
        (Continuous.intervalIntegrable (by fun_prop) _ _)
        (Continuous.intervalIntegrable (by fun_prop) _ _) fun x hx => ?_
      have h0 : 0 ≤ x * (1 - x) := mul_nonneg hx.1 (by linarith [hx.2])
      have h4 : x * (1 - x) ≤ 1 / 4 := by nlinarith [sq_nonneg (x - 1 / 2)]
      have h16 : (x * (1 - x)) ^ 2 ≤ 1 / 16 := by nlinarith
      rw [← mul_pow, ← pow_mul, mul_comm k 2, pow_mul]
      exact pow_le_pow_left₀ (sq_nonneg _) h16 k
    simpa using h1
  refine ⟨c, ?_, ?_⟩
  · intro h0
    rw [h0, zero_dotProduct] at hlen
    linarith
  · rw [← monomialOverlap_eq_hilbertMatrix, overlap_quadratic_form]
    simp only [hev]
    exact hint.trans (le_mul_of_one_le_right (by positivity) hlen)

end

end MonomialOverlap
```

```lean
#print axioms MonomialOverlap.monomialOverlap_eq_hilbertMatrix
#print axioms MonomialOverlap.hilbertMatrix_det_pos
#print axioms MonomialOverlap.near_linear_dependence
```

```
'MonomialOverlap.monomialOverlap_eq_hilbertMatrix' depends on axioms: [propext, Classical.choice, Quot.sound]
'MonomialOverlap.hilbertMatrix_det_pos' depends on axioms: [propext, Classical.choice, Quot.sound]
'MonomialOverlap.near_linear_dependence' depends on axioms: [propext, Classical.choice, Quot.sound]
```
